# One electron on two sites favours parallel exchange fields, two noninteracting electrons favour antiparallel ones

To ask which angle between the exchange fields on two sites gives the lowest energy to electrons hopping between them, one must first say what the energy of $N$ electrons is: here it is the lowest sum of $N$ one-electron levels, each used at most as often as it occurs, with no interaction between the electrons. With hopping and field strength both positive, the preferred angle is then $0$ for one electron and $\pi$ for two.

```lean
import Mathlib

open Matrix

namespace NoncollinearTwoSite

noncomputable section

/-- The matrix n·σ, with σ the vector of Pauli matrices, in the basis (up, down). -/
def spinAlong (n : Fin 3 → ℝ) : Matrix (Fin 2) (Fin 2) ℂ :=
  !![(n 2 : ℂ), n 0 - n 1 * Complex.I; n 0 + n 1 * Complex.I, -(n 2 : ℂ)]

/-- One electron on two sites with hopping t and local exchange fields -D n₁·σ and -D n₂·σ. -/
def hamiltonian (D t : ℝ) (n₁ n₂ : Fin 3 → ℝ) :
    Matrix (Fin 2 ⊕ Fin 2) (Fin 2 ⊕ Fin 2) ℂ :=
  fromBlocks (-(D : ℂ) • spinAlong n₁) (-(t : ℂ) • 1) (-(t : ℂ) • 1) (-(D : ℂ) • spinAlong n₂)

/-- The directions n₁ and n₂ are unit vectors with n₁·n₂ = cos θ. -/
def AtAngle (n₁ n₂ : Fin 3 → ℝ) (θ : ℝ) : Prop :=
  n₁ ⬝ᵥ n₁ = 1 ∧ n₂ ⬝ᵥ n₂ = 1 ∧ n₁ ⬝ᵥ n₂ = Real.cos θ

/-- The levels of a Hermitian matrix: the real parts of the roots of its characteristic
polynomial, with multiplicity. -/
def levels (H : Matrix (Fin 2 ⊕ Fin 2) (Fin 2 ⊕ Fin 2) ℂ) : Multiset ℝ :=
  H.charpoly.roots.map Complex.re

/-- Ground energy of N ≤ 4 noninteracting electrons: the lowest sum of N levels, each level
being used at most as often as it occurs. -/
def groundEnergy (H : Matrix (Fin 2 ⊕ Fin 2) (Fin 2 ⊕ Fin 2) ℂ) (N : ℕ) : ℝ :=
  sInf {E | ∃ s ≤ levels H, s.card = N ∧ s.sum = E}

/-- The level magnitude √(D² + t² + 2Dt cos(θ/2)). -/
def outer (D t θ : ℝ) : ℝ := √(D ^ 2 + t ^ 2 + 2 * D * t * Real.cos (θ / 2))

/-- The level magnitude √(D² + t² - 2Dt cos(θ/2)). -/
def inner (D t θ : ℝ) : ℝ := √(D ^ 2 + t ^ 2 - 2 * D * t * Real.cos (θ / 2))

/-- The directions (0, 0, 1) and (sin θ, 0, cos θ) are at angle θ. -/
theorem atAngle_witness (θ : ℝ) : AtAngle ![0, 0, 1] ![Real.sin θ, 0, Real.cos θ] θ := by
  refine ⟨?_, ?_, ?_⟩ <;> simp [dotProduct, Fin.sum_univ_three]
  linear_combination Real.sin_sq_add_cos_sq θ

/-- Determinant of two spin blocks P and Q coupled by a spin-independent amplitude s. -/
theorem det_coupled (P Q : Matrix (Fin 2) (Fin 2) ℂ) (s : ℂ) :
    (fromBlocks P (s • 1) (s • 1) Q).det = P.det * Q.det - s ^ 2 * (P * Q).trace + s ^ 4 := by
  have hs : s • (1 : Matrix (Fin 2) (Fin 2) ℂ) = !![s, 0; 0, s] := by
    ext i j
    fin_cases i <;> fin_cases j <;> simp
  let e : Fin 4 ≃ Fin 2 ⊕ Fin 2 := (finSumFinEquiv (m := 2) (n := 2)).symm
  have h : (fromBlocks P !![s, 0; 0, s] !![s, 0; 0, s] Q).submatrix e e =
      !![P 0 0, P 0 1, s, 0; P 1 0, P 1 1, 0, s; s, 0, Q 0 0, Q 0 1; 0, s, Q 1 0, Q 1 1] := by
    ext i j
    fin_cases i <;> fin_cases j <;> rfl
  rw [hs, ← det_submatrix_equiv_self e, h, det_succ_row_zero]
  simp [Fin.sum_univ_succ, det_fin_three, det_fin_two, trace_fin_two, Matrix.mul_apply,
    Fin.succAbove]
  ring

/-- Secular equation for fields at angle θ: det(x - H) is the product of the two factors
x² - (D² + t² ± 2Dt cos(θ/2)). -/
theorem secular_equation (D t : ℝ) {θ : ℝ} {n₁ n₂ : Fin 3 → ℝ} (h : AtAngle n₁ n₂ θ) (x : ℂ) :
    (scalar (Fin 2 ⊕ Fin 2) x - hamiltonian D t n₁ n₂).det =
      (x ^ 2 - ((D ^ 2 + t ^ 2 + 2 * D * t * Real.cos (θ / 2) : ℝ) : ℂ)) *
      (x ^ 2 - ((D ^ 2 + t ^ 2 - 2 * D * t * Real.cos (θ / 2) : ℝ) : ℂ)) := by
  obtain ⟨h1, h2, h3⟩ := h
  have hcos : Real.cos θ = 2 * Real.cos (θ / 2) ^ 2 - 1 := by
    rw [← Real.cos_two_mul]
    congr 1
    ring
  rw [hcos] at h3
  generalize Real.cos (θ / 2) = q at h3 ⊢
  have hblock : scalar (Fin 2 ⊕ Fin 2) x - hamiltonian D t n₁ n₂ =
      fromBlocks (x • 1 + (D : ℂ) • spinAlong n₁) ((t : ℂ) • 1) ((t : ℂ) • 1)
        (x • 1 + (D : ℂ) • spinAlong n₂) := by
    ext (i | i) (j | j) <;> fin_cases i <;> fin_cases j <;>
      simp [hamiltonian, scalar_apply]
  -- each site alone has levels ±D
  have hdet : ∀ n : Fin 3 → ℝ, n ⬝ᵥ n = 1 →
      (x • 1 + (D : ℂ) • spinAlong n).det = x ^ 2 - (D : ℂ) ^ 2 := by
    intro n hn
    simp only [dotProduct, Fin.sum_univ_three] at hn
    have hn' : (n 0 : ℂ) * n 0 + n 1 * n 1 + n 2 * n 2 = 1 := by exact_mod_cast hn
    simp [det_fin_two, spinAlong]
    linear_combination (-(D : ℂ) ^ 2) * hn' + (D : ℂ) ^ 2 * (n 1 : ℂ) ^ 2 * Complex.I_sq
  -- the relative orientation enters through the trace
  have htr : ((x • 1 + (D : ℂ) • spinAlong n₁) * (x • 1 + (D : ℂ) • spinAlong n₂)).trace =
      2 * x ^ 2 + 2 * (D : ℂ) ^ 2 * (2 * (q : ℂ) ^ 2 - 1) := by
    simp only [dotProduct, Fin.sum_univ_three] at h3
    have h3' : (n₁ 0 : ℂ) * n₂ 0 + n₁ 1 * n₂ 1 + n₁ 2 * n₂ 2 = 2 * (q : ℂ) ^ 2 - 1 := by
      exact_mod_cast h3
    simp [trace_fin_two, Matrix.mul_apply, Fin.sum_univ_two, spinAlong]
    linear_combination 2 * (D : ℂ) ^ 2 * h3' -
      2 * (D : ℂ) ^ 2 * (n₁ 1 : ℂ) * (n₂ 1 : ℂ) * Complex.I_sq
  rw [hblock, det_coupled, hdet n₁ h1, hdet n₂ h2, htr]
  push_cast
  ring

/-- The squared level magnitudes are D² + t² ± 2Dt cos(θ/2). -/
theorem sq_levels (D t θ : ℝ) :
    outer D t θ ^ 2 = D ^ 2 + t ^ 2 + 2 * D * t * Real.cos (θ / 2) ∧
    inner D t θ ^ 2 = D ^ 2 + t ^ 2 - 2 * D * t * Real.cos (θ / 2) := by
  have hc : 0 ≤ t ^ 2 * (1 - Real.cos (θ / 2) ^ 2) := by
    rw [← Real.sin_sq]
    positivity
  constructor
  · exact Real.sq_sqrt (by nlinarith [sq_nonneg (D + t * Real.cos (θ / 2))])
  · exact Real.sq_sqrt (by nlinarith [sq_nonneg (D - t * Real.cos (θ / 2))])

/-- For fields at angle θ the four levels, with multiplicity, are
±√(D² + t² + 2Dt cos(θ/2)) and ±√(D² + t² - 2Dt cos(θ/2)). -/
theorem levels_eq (D t : ℝ) {θ : ℝ} {n₁ n₂ : Fin 3 → ℝ} (h : AtAngle n₁ n₂ θ) :
    levels (hamiltonian D t n₁ n₂) =
      {-outer D t θ, -inner D t θ, inner D t θ, outer D t θ} := by
  have hpoly : (hamiltonian D t n₁ n₂).charpoly =
      (({-(outer D t θ : ℂ), -(inner D t θ : ℂ), (inner D t θ : ℂ), (outer D t θ : ℂ)} :
        Multiset ℂ).map (fun z => Polynomial.X - Polynomial.C z)).prod := by
    apply Polynomial.funext
    intro x
    rw [Matrix.eval_charpoly, secular_equation D t h, ← (sq_levels D t θ).1,
      ← (sq_levels D t θ).2]
    simp only [Multiset.insert_eq_cons, Multiset.map_cons, Multiset.map_singleton,
      Multiset.prod_cons, Multiset.prod_singleton, Polynomial.eval_mul, Polynomial.eval_sub,
      Polynomial.eval_X, Polynomial.eval_C, Complex.ofReal_pow]
    ring
  rw [levels, hpoly, Polynomial.roots_multiset_prod_X_sub_C]
  simp

/-- For D, t ≥ 0 and fields at angle θ in [0, π], the ground energy is minus the larger level
magnitude for one electron and minus the sum of both magnitudes for two. -/
theorem groundEnergy_eq {D t θ : ℝ} (hD : 0 ≤ D) (ht : 0 ≤ t) (h0 : 0 ≤ θ) (hπ : θ ≤ Real.pi)
    {n₁ n₂ : Fin 3 → ℝ} (h : AtAngle n₁ n₂ θ) :
    groundEnergy (hamiltonian D t n₁ n₂) 1 = -outer D t θ ∧
    groundEnergy (hamiltonian D t n₁ n₂) 2 = -(outer D t θ + inner D t θ) := by
  have hc : 0 ≤ Real.cos (θ / 2) :=
    Real.cos_nonneg_of_neg_pi_div_two_le_of_le (by linarith [Real.pi_pos]) (by linarith)
  have hk : 0 ≤ 2 * D * t * Real.cos (θ / 2) := by positivity
  have hab : inner D t θ ≤ outer D t θ := Real.sqrt_le_sqrt (by linarith)
  have hb : 0 ≤ inner D t θ := Real.sqrt_nonneg _
  unfold groundEnergy
  rw [levels_eq D t h]
  generalize outer D t θ = a at hab ⊢
  generalize inner D t θ = b at hab hb ⊢
  constructor
  · apply IsLeast.csInf_eq
    refine ⟨⟨{-a}, by simp, by simp, by simp⟩, ?_⟩
    rintro E ⟨s, hs, hcard, rfl⟩
    obtain ⟨x, rfl⟩ := Multiset.card_eq_one.1 hcard
    have hx := Multiset.singleton_le.1 hs
    simp only [Multiset.insert_eq_cons, Multiset.mem_cons, Multiset.mem_singleton] at hx
    rw [Multiset.sum_singleton]
    rcases hx with hx | hx | hx | hx <;> linarith
  · apply IsLeast.csInf_eq
    refine ⟨⟨{-a, -b}, Multiset.cons_le_cons _ (Multiset.cons_le_cons _ (Multiset.zero_le _)),
      by simp, by simp; ring⟩, ?_⟩
    rintro E ⟨s, hs, hcard, rfl⟩
    -- list the six ways to occupy two of the four levels
    have hmem := Multiset.mem_powersetCard.2 ⟨hs, hcard⟩
    have hm : ({-a, -b, b, a} : Multiset ℝ) = -a ::ₘ -b ::ₘ b ::ₘ a ::ₘ 0 := rfl
    have h2 : ∀ (x : ℝ) (m : Multiset ℝ), Multiset.powersetCard 2 (x ::ₘ m) =
        Multiset.powersetCard 2 m + (Multiset.powersetCard 1 m).map (Multiset.cons x) :=
      fun x m => Multiset.powersetCard_cons 1 x m
    have hz : Multiset.powersetCard 2 (0 : Multiset ℝ) = 0 := Multiset.powersetCard_zero_right 1
    simp only [hm, h2, hz, Multiset.powersetCard_one, Multiset.map_cons, Multiset.map_zero,
      Multiset.mem_add, Multiset.mem_cons, Multiset.notMem_zero, or_false, false_or,
      or_assoc] at hmem
    rcases hmem with rfl | rfl | rfl | rfl | rfl | rfl <;>
      simp only [Multiset.sum_cons, Multiset.sum_singleton] <;> linarith

/-- For D, t > 0, opening the angle between the fields from θ to θ' within [0, π] strictly
raises the one-electron ground energy and strictly lowers the noninteracting two-electron one. -/
theorem filling_reverses_trend {D t θ θ' : ℝ} (hD : 0 < D) (ht : 0 < t) (h0 : 0 ≤ θ)
    (hlt : θ < θ') (hπ : θ' ≤ Real.pi) {n₁ n₂ m₁ m₂ : Fin 3 → ℝ}
    (hn : AtAngle n₁ n₂ θ) (hm : AtAngle m₁ m₂ θ') :
    groundEnergy (hamiltonian D t n₁ n₂) 1 < groundEnergy (hamiltonian D t m₁ m₂) 1 ∧
    groundEnergy (hamiltonian D t m₁ m₂) 2 < groundEnergy (hamiltonian D t n₁ n₂) 2 := by
  obtain ⟨e1, e2⟩ := groundEnergy_eq hD.le ht.le h0 (by linarith) hn
  obtain ⟨f1, f2⟩ := groundEnergy_eq hD.le ht.le (by linarith) hπ hm
  rw [e1, e2, f1, f2]
  have hcos : Real.cos (θ' / 2) < Real.cos (θ / 2) :=
    Real.cos_lt_cos_of_nonneg_of_le_pi (by linarith) (by linarith [Real.pi_pos]) (by linarith)
  have hc' : 0 ≤ Real.cos (θ' / 2) :=
    Real.cos_nonneg_of_neg_pi_div_two_le_of_le (by linarith [Real.pi_pos]) (by linarith)
  have hk : 2 * D * t * Real.cos (θ' / 2) < 2 * D * t * Real.cos (θ / 2) :=
    mul_lt_mul_of_pos_left hcos (by positivity)
  have hk' : 0 ≤ 2 * D * t * Real.cos (θ' / 2) := by positivity
  obtain ⟨a2, b2⟩ := sq_levels D t θ
  obtain ⟨a2', b2'⟩ := sq_levels D t θ'
  have ha : 0 ≤ outer D t θ := Real.sqrt_nonneg _
  have ha' : 0 ≤ outer D t θ' := Real.sqrt_nonneg _
  have hb' : 0 ≤ inner D t θ' := Real.sqrt_nonneg _
  generalize 2 * D * t * Real.cos (θ / 2) = k at *
  generalize 2 * D * t * Real.cos (θ' / 2) = k' at *
  constructor
  · exact neg_lt_neg (lt_of_pow_lt_pow_left₀ 2 ha (by linarith))
  · -- the product of the two magnitudes grows, hence so does their sum
    have hprod : outer D t θ * inner D t θ < outer D t θ' * inner D t θ' := by
      apply lt_of_pow_lt_pow_left₀ 2 (mul_nonneg ha' hb')
      rw [mul_pow, mul_pow, a2, b2, a2', b2']
      nlinarith
    exact neg_lt_neg (lt_of_pow_lt_pow_left₀ 2 (add_nonneg ha' hb') (by nlinarith))

end

end NoncollinearTwoSite
```

```lean
#print axioms NoncollinearTwoSite.filling_reverses_trend
```

```
'NoncollinearTwoSite.filling_reverses_trend' depends on axioms: [propext, Classical.choice, Quot.sound]
```

## Energies compared at two angles

The main theorem, `filling_reverses_trend`, takes a field strength $D>0$, a hopping amplitude $t>0$ and two angles with $0\le\theta<\theta'\le\pi$. One pair of field directions, `n₁` and `n₂`, is at angle $\theta$; another pair, `m₁` and `m₂`, is at angle $\theta'$. The one-electron ground energy is strictly lower for the first pair, and the two-electron ground energy is strictly lower for the second. Setting $\theta=0$ shows that parallel fields beat every other angle for one electron; setting $\theta'=\pi$ shows that antiparallel fields do so for two.

The two pairs need not share a direction or a plane. The predicate `AtAngle` asks only that both vectors have unit length and that their scalar product is $\cos\theta$. For every $\theta$, `atAngle_witness` supplies a concrete pair in the $xz$ plane.

The energies behind the comparison are explicit. Write

$$E_\pm=\sqrt{D^2+t^2\pm 2Dt\cos(\theta/2)} .$$

In the file $E_+$ is `outer` and $E_-$ is `inner`, which here has nothing to do with an inner product. By `levels_eq`, the four levels are $\pm E_+$ and $\pm E_-$, for any real $D$, $t$ and $\theta$. By `groundEnergy_eq`, the ground energies for $D,t\ge0$ and $\theta\in[0,\pi]$ are $-E_+$ for one electron and $-(E_++E_-)$ for two.

## The electrons and their fields

The matrix `hamiltonian` is indexed by `Fin 2 ⊕ Fin 2`: the left summand is the first site, the right summand the second, and each `Fin 2` holds spin up and spin down. The diagonal blocks are $-D\,n_i\cdot\sigma$, so for $D>0$ an electron lowers its energy on a site by aligning its spin with the local direction $n_i$. The components `n 0`, `n 1`, `n 2` are $x$, $y$, $z$, and `spinAlong` is $n\cdot\sigma$ in the usual Pauli matrices. The off-diagonal blocks are $-t$ times the identity: hopping preserves spin, which excludes spin-orbit coupling in the hopping.

The definition `levels` collects the real parts of the roots of the characteristic polynomial as a multiset, so that a degenerate level appears repeatedly. This matters at $\theta=\pi$, where $E_+=E_-$ and two electrons fill both copies of the lowest level. The definition `groundEnergy` expresses the Pauli principle through this counting; no antisymmetric many-electron wavefunction is constructed.

The exchange-correlation potential of noncollinear density functional theory contains a spin field of this kind, and this noninteracting two-site model shows how the angle preferred by the sum of occupied levels can change with filling when the field strength is fixed. The result does not carry over automatically to a material, which has more sites and orbitals: there the field strength can change as the directions turn, and the remaining parts of the total energy can reverse the trend.

## From the secular equation to the two trends

Let $x$ be the spectral variable, and put $P=x+D\,n_1\cdot\sigma$ and $Q=x+D\,n_2\cdot\sigma$. The matrix $x-H$ has diagonal blocks $P$, $Q$ and off-diagonal blocks $t$ times the identity. Since the latter commute with everything,

$$\det(x-H)=\det(PQ-t^2)=\det P\,\det Q-t^2\,\mathrm{tr}(PQ)+t^4 .$$

The last step is the characteristic polynomial of a $2\times2$ matrix. Each $n_i\cdot\sigma$ has eigenvalues $\pm1$, so $\det P=\det Q=x^2-D^2$. The Pauli matrices are traceless and satisfy $\mathrm{tr}(\sigma_a\sigma_b)=2\delta_{ab}$, where $a,b$ label Cartesian components, so $\mathrm{tr}(PQ)=2x^2+2D^2\cos\theta$. With $q=\cos(\theta/2)$ and $\cos\theta=2q^2-1$,

$$\begin{aligned}
\det(x-H)&=(x^2-D^2)^2-2t^2x^2-2D^2t^2(2q^2-1)+t^4\\
&=(x^2-D^2-t^2)^2-(2Dtq)^2\\
&=(x^2-E_+^2)(x^2-E_-^2).
\end{aligned}$$

Both squares are nonnegative, because $D^2+t^2\pm2Dtq=(D\pm tq)^2+t^2(1-q^2)$. The roots are therefore the four real levels $\pm E_+$, $\pm E_-$.

For $D,t\ge0$ and $\theta\in[0,\pi]$ we have $q\ge0$, hence $-E_+\le-E_-\le E_-\le E_+$. One electron takes the first level, two electrons take the first two.

Now let $D,t>0$ and increase $\theta$ within $[0,\pi]$. Then $q$ strictly decreases, so $E_+$ strictly decreases and the one-electron energy $-E_+$ rises. For two electrons,

$$(E_++E_-)^2=2(D^2+t^2)+2E_+E_-,\qquad (E_+E_-)^2=(D^2+t^2)^2-(2Dtq)^2 .$$

The product $E_+E_-$ strictly increases, and so does the sum. The two-electron energy $-(E_++E_-)$ therefore falls. If $D$ or $t$ is zero, the angle disappears from the levels and neither energy changes.

Expanding the roots for $t\ll D$, an informal estimate, gives $-D-t\cos(\theta/2)$ for one electron, the familiar double-exchange form, and $-2D-(t^2/D)\sin^2(\theta/2)$ for two.

## The levels for $D=4$ and $t=3$

In a common energy unit, $D^2+t^2=25$ and $2Dt=24$. At $\theta=2\pi/3$, $\cos(\theta/2)=1/2$, so $E_+=\sqrt{25+12}\approx6.083$ and $E_-=\sqrt{25-12}\approx3.606$. The two end points give whole numbers.

| $\theta$ | $E_+$ | $E_-$ | one electron | two electrons |
|---|---|---|---|---|
| $0$ | $7$ | $1$ | $-7$ | $-8$ |
| $2\pi/3$ | $6.083$ | $3.606$ | $-6.083$ | $-9.688$ |
| $\pi$ | $5$ | $5$ | $-5$ | $-10$ |

In the parallel case the two lowest levels are $-D-t$ and $-D+t$. Filling both cancels the gain from hopping. At $\theta=\pi$ hopping lowers both occupied levels from $-4$ to $-5$, so a gain remains.

## The same steps in Lean

`det_coupled` proves the block determinant formula by writing out the $4\times4$ matrix and expanding along its first row, instead of using commuting blocks. In `secular_equation`, `hdet` computes the determinant for a single site and `htr` the trace that carries the relative orientation; `ring` completes the factorisation.

`sq_levels` shows that the radicands are nonnegative, using the completed squares above, so squaring the roots returns them. `levels_eq` then checks that the characteristic polynomial and the product of four linear factors agree at every complex $x$, and reads off the roots with multiplicity.

In `groundEnergy_eq`, `IsLeast.csInf_eq` reduces each infimum to exhibiting an occupation and showing that no other is lower. For one electron there are four cases. For two, `Multiset.powersetCard` lists the six possible pairs, and `linarith` compares their sums.

Finally, `filling_reverses_trend` gets the strict decrease of $\cos(\theta/2)$ from Mathlib. The lemma `lt_of_pow_lt_pow_left₀` turns inequalities between squares into inequalities between nonnegative numbers: once for $E_+$, once for the product `hprod`, and once for the sum.
